# When the central atom of a star-shaped hardness model loses electrons on electron addition

In a model that equalises the chemical potential, charge flows after one electron is added until the potential is again equal on all atoms, and a central atom can end up with fewer electrons than before. Here "response" means the difference between equalised populations at $N+1$ and $N$ electrons; in the stable quadratic model below, it equals the derivative with respect to $N$.

The molecule has a centre of hardness $a$ and $n$ ligands of hardness $b$. Hardness is the curvature of the energy in an atom's own population, and the coupling $c$ stands for the interaction between centre and ligand electrons. Ligands don't couple to each other. In Lean the atoms are `Option (Fin n)`: `none` is the centre, written $*$ below, and `some i` is ligand $i=0,\dots,n-1$.

```lean
import Mathlib

open Matrix

namespace StarMoleculeFukui

/-- Hardness matrix of a central atom (`none`) of hardness `a`, coupled by `c` to each of
`n` mutually uncoupled ligands (`some i`) of hardness `b`. -/
def hardness (n : ℕ) (a b c : ℝ) : Matrix (Option (Fin n)) (Option (Fin n)) ℝ :=
  Matrix.of fun
    | none, none => a
    | none, some _ => c
    | some _, none => c
    | some i, some j => if i = j then b else 0
```

The energy is $\chi\cdot q+\tfrac12 q\cdot Hq$, with real populations $q$ and hardness matrix $H$. The letter $\chi$ is the linear coefficient of the energy in the electron populations, not the textbook electronegativity, which is minus the chemical potential. `Equalised` says that $\chi+Hq$ has one common value $\mu$ and that $q$ sums to $N$.

```lean
/-- The electron populations `q` add up to `N`, and the chemical potential `χ + H q` of the
quadratic energy `χ·q + q·H q / 2` (symmetric `H`) is the same on every atom. -/
def Equalised {ι : Type*} [Fintype ι] (H : Matrix ι ι ℝ) (χ q : ι → ℝ) (N : ℝ) : Prop :=
  (∃ μ, ∀ i, χ i + (H *ᵥ q) i = μ) ∧ ∑ i, q i = N
```

A Fukui vector $f$ is an atom-condensed Fukui function: $Hf$ has one common value $\eta$, and the entries of $f$ sum to one.

```lean
/-- A Fukui vector of the hardness matrix `H`: population changes that add up to one electron
and shift the chemical potential of every atom by the same amount. -/
def IsFukui {ι : Type*} [Fintype ι] (H : Matrix ι ι ℝ) (f : ι → ℝ) : Prop :=
  (∃ η, ∀ i, (H *ᵥ f) i = η) ∧ ∑ i, f i = 1
```

That a real molecule has this quadratic energy, with constant hardnesses over a whole added electron, is assumed. Leaving out the coupling between ligands is a further simplification. Electronegativity-equalisation and fluctuating-charge models in simulation use the same kind of quadratic energy, but they normally couple the ligands to each other as well, which changes the criterion found in (h).

## (a) The response is a Fukui vector

**Task.** Let $q$ be equalised for $N$ electrons. Show that $q'$ is equalised for $N+1$ exactly when $f=q'-q$ satisfies $(Hf)_k=\eta$ for all atoms $k$, with some constant $\eta$, and $\sum_k f_k=1$.

**Solution.** Subtracting $\chi+Hq=\mu$ from $\chi+Hq'=\nu$ removes $\chi$ and leaves $Hf=\nu-\mu$; the sums differ by $(N+1)-N=1$. Conversely, adding $Hf=\eta$ to the first equation gives the common potential $\mu+\eta$. The Lean proof splits $H(q'-q)$ with `Matrix.mulVec_sub` and does the same subtraction and addition.

```lean
/-- Starting from equalised populations `q` of `N` electrons, the populations `q'` are equalised
for `N + 1` electrons exactly when the change `q' - q` is a Fukui vector. -/
theorem equalised_succ_iff {ι : Type*} [Fintype ι] {H : Matrix ι ι ℝ} {χ q q' : ι → ℝ} {N : ℝ}
    (hq : Equalised H χ q N) : Equalised H χ q' (N + 1) ↔ IsFukui H (q' - q) := by
  obtain ⟨⟨μ, hμ⟩, hN⟩ := hq
  constructor
  · rintro ⟨⟨ν, hν⟩, hN'⟩
    refine ⟨⟨ν - μ, fun i => ?_⟩, ?_⟩
    · rw [Matrix.mulVec_sub, Pi.sub_apply]
      linarith [hμ i, hν i]
    · simp only [Pi.sub_apply, Finset.sum_sub_distrib]
      linarith
  · rintro ⟨⟨η, hη⟩, h1⟩
    simp only [Matrix.mulVec_sub, Pi.sub_apply] at hη
    simp only [Pi.sub_apply, Finset.sum_sub_distrib] at h1
    exact ⟨⟨μ + η, fun i => by linarith [hμ i, hη i]⟩, by linarith⟩
```

## (b) Potential shift at the centre

**Task.** Show that $(Hf)_*=af_*+c\sum_i f_i$.

**Solution.** The centre's row of $H$ has $a$ on the diagonal and $c$ for each ligand. `Fintype.sum_option` separates the centre from the ligand sum.

```lean
/-- The potential shift at the centre: `a` times its own population change plus `c` times the total
population change of the ligands. -/
theorem hardness_centre (n : ℕ) (a b c : ℝ) (f : Option (Fin n) → ℝ) :
    (hardness n a b c *ᵥ f) none = a * f none + c * ∑ i, f (some i) := by
  simp [Matrix.mulVec, dotProduct, hardness, Fintype.sum_option, Finset.mul_sum]
```

## (c) Potential shift at a ligand

**Task.** Show that $(Hf)_i=cf_*+bf_i$.

**Solution.** In row $i$ only the centre entry $c$ and the diagonal entry $b$ survive.

```lean
/-- The potential shift at a ligand: `c` times the population change of the centre plus `b` times
its own population change. -/
theorem hardness_ligand (n : ℕ) (a b c : ℝ) (f : Option (Fin n) → ℝ) (i : Fin n) :
    (hardness n a b c *ᵥ f) (some i) = c * f none + b * f (some i) := by
  simp [Matrix.mulVec, dotProduct, hardness, Fintype.sum_option]
```

## (d) Completing the square

**Task.** Show that
$$b\,(x\cdot Hx)=(ab-nc^2)x_*^2+\sum_i(bx_i+cx_*)^2 .$$

**Solution.** By (b) and (c), $x\cdot Hx=ax_*^2+2cx_*\sum_i x_i+b\sum_i x_i^2$. The squares expand to
$$b^2\sum_i x_i^2+2bcx_*\sum_i x_i+nc^2x_*^2 .$$
Adding $(ab-nc^2)x_*^2$ gives $b$ times the quadratic form. In Lean, `h1` collects the ligand part of the form and `h2` expands the squares.

```lean
/-- Completing the square in the quadratic form of the hardness matrix. -/
theorem hardness_form (n : ℕ) (a b c : ℝ) (x : Option (Fin n) → ℝ) :
    b * (x ⬝ᵥ hardness n a b c *ᵥ x) =
      (a * b - n * c ^ 2) * x none ^ 2 + ∑ i, (b * x (some i) + c * x none) ^ 2 := by
  have h1 : ∑ i, x (some i) * (c * x none + b * x (some i)) =
      c * x none * ∑ i, x (some i) + b * ∑ i, x (some i) ^ 2 := by
    rw [Finset.mul_sum, Finset.mul_sum, ← Finset.sum_add_distrib]
    exact Finset.sum_congr rfl fun i _ => by ring
  have h2 : ∑ i, (b * x (some i) + c * x none) ^ 2 =
      b ^ 2 * ∑ i, x (some i) ^ 2 + 2 * b * c * x none * ∑ i, x (some i)
        + n * (c * x none) ^ 2 := by
    have h (i : Fin n) : (b * x (some i) + c * x none) ^ 2 =
        b ^ 2 * x (some i) ^ 2 + 2 * b * c * x none * x (some i) + (c * x none) ^ 2 := by ring
    simp only [h, Finset.sum_add_distrib, ← Finset.mul_sum, Finset.sum_const,
      Finset.card_univ, Fintype.card_fin, nsmul_eq_mul]
  rw [h2]
  simp only [dotProduct, Fintype.sum_option, hardness_centre, hardness_ligand]
  rw [h1]
  ring
```

## (e) Stability

**Task.** For $b>0$, show that $x\cdot Hx>0$ for every $x\neq0$ exactly when $nc^2<ab$.

**Solution.** Take $x_*=b$ and $x_i=-c$. The squares in (d) vanish, leaving $(ab-nc^2)b^2$, which must be positive. Conversely, if $nc^2<ab$ and $x_*\ne0$, the first term of (d) is positive. If $x_*=0$, some $x_i\ne0$ contributes $b^2x_i^2>0$. The Lean proof uses the same trial vector and the same two cases.

Physically, the condition gives the energy a minimum in the populations. With $b>0$ it also forces $a>0$; $c$ may have either sign.

```lean
/-- For ligands of positive hardness, the quadratic form of the hardness matrix is positive
definite exactly when `n c² < a b`. -/
theorem stable_iff {n : ℕ} {a b c : ℝ} (hb : 0 < b) :
    (∀ x, x ≠ 0 → 0 < x ⬝ᵥ hardness n a b c *ᵥ x) ↔ n * c ^ 2 < a * b := by
  constructor
  · intro h
    -- test with the ligands relaxed against a charge on the centre
    have hx := h (fun o => o.elim b (fun _ => -c))
      (fun h0 => hb.ne' (by simpa using congrFun h0 none))
    have hp := mul_pos hb hx
    rw [hardness_form] at hp
    have hz : b * -c + c * b = 0 := by ring
    simp only [Option.elim, hz, ne_eq, OfNat.ofNat_ne_zero, not_false_eq_true, zero_pow,
      Finset.sum_const_zero, add_zero] at hp
    linarith [(mul_pos_iff_of_pos_right (pow_pos hb 2)).1 hp]
  · intro h x hx
    refine (mul_pos_iff_of_pos_left hb).1 ?_
    rw [hardness_form]
    have h' : 0 < a * b - n * c ^ 2 := sub_pos.2 h
    by_cases h0 : x none = 0
    · obtain ⟨i, hi⟩ : ∃ i, x (some i) ≠ 0 := by
        by_contra hne
        simp only [ne_eq, not_exists, not_not] at hne
        exact hx (funext fun o => by
          cases o with
          | none => exact h0
          | some i => exact hne i)
      refine add_pos_of_nonneg_of_pos (mul_nonneg h'.le (sq_nonneg _)) ?_
      refine Finset.sum_pos' (fun j _ => sq_nonneg _) ⟨i, Finset.mem_univ i, ?_⟩
      rw [h0, mul_zero, add_zero]
      positivity
    · exact add_pos_of_pos_of_nonneg (mul_pos h' (by positivity))
        (Finset.sum_nonneg fun j _ => sq_nonneg _)
```

## (f) A positive denominator

**Task.** For $b>0$ and $nc^2<ab$, show that $D=b+na-2nc>0$.

**Solution.** If $n=0$, then $D=b$. If $n\ge1$, multiplying $nc^2<ab$ by $n$ gives
$$bD=b^2+nab-2nbc>b^2+n^2c^2-2nbc=(b-nc)^2\ge0 .$$
`nlinarith` receives these two facts, the multiplied inequality and the square.

```lean
/-- If `b > 0` and `n c² < a b`, the denominator of the Fukui values is positive. -/
theorem denominator_pos {n : ℕ} {a b c : ℝ} (hb : 0 < b) (h : n * c ^ 2 < a * b) :
    0 < b + n * a - 2 * n * c := by
  rcases Nat.eq_zero_or_pos n with rfl | hn
  · simpa using hb
  · have hn' : (0 : ℝ) < n := by exact_mod_cast hn
    -- `b` times the denominator exceeds the square `(b - n c)²`
    refine (mul_pos_iff_of_pos_left hb).1 ?_
    nlinarith [mul_lt_mul_of_pos_left h hn', sq_nonneg (b - n * c)]
```

## (g) The unique Fukui vector

**Task.** Under the same hypotheses, show that $f$ is a Fukui vector exactly when
$$f_*=\frac{b-nc}{D},\qquad f_i=\frac{a-c}{D}\ \text{ for every } i.$$

**Solution.** Put $S=\sum_i f_i=1-f_*$. The centre gives $\eta=af_*+cS$. Adding the ligand equations gives $ncf_*+bS=n\eta$; it is easily forgotten that the right side is $n\eta$, not $\eta$. Eliminating $S$ and $\eta$,
$$ncf_*+b(1-f_*)=n(a-c)f_*+nc,$$
so $Df_*=b-nc$. A single ligand equation now gives $bf_i=(a-2c)f_*+c$, hence
$$bDf_i=(a-2c)(b-nc)+cD=b(a-c),$$
and $b$ cancels.

Conversely, these values give $\eta=(ab-nc^2)/D$ on every atom, and their sum is $(b-nc+n(a-c))/D=1$. In Lean, `hS` is the summed ligand equation, and the `linear_combination` steps carry out the eliminations.

```lean
/-- If `b > 0` and `n c² < a b`, there is exactly one Fukui vector, with value
`(b - n c)/(b + n a - 2 n c)` on the centre and `(a - c)/(b + n a - 2 n c)` on each ligand. -/
theorem isFukui_iff {n : ℕ} {a b c : ℝ} (hb : 0 < b) (h : n * c ^ 2 < a * b)
    {f : Option (Fin n) → ℝ} :
    IsFukui (hardness n a b c) f ↔
      f none = (b - n * c) / (b + n * a - 2 * n * c) ∧
        ∀ i, f (some i) = (a - c) / (b + n * a - 2 * n * c) := by
  have hD := denominator_pos hb h
  constructor
  · rintro ⟨⟨η, hη⟩, hs⟩
    have h0 := hη none
    rw [hardness_centre] at h0
    have hl (i : Fin n) : c * f none + b * f (some i) = η := by
      rw [← hardness_ligand n a b c f i]
      exact hη (some i)
    -- add up the ligand equations
    have hS : ∑ i : Fin n, (c * f none + b * f (some i)) = ∑ _i : Fin n, η :=
      Finset.sum_congr rfl fun i _ => hl i
    simp only [Finset.sum_add_distrib, ← Finset.mul_sum, Finset.sum_const,
      Finset.card_univ, Fintype.card_fin, nsmul_eq_mul] at hS
    rw [Fintype.sum_option] at hs
    have hc : f none * (b + n * a - 2 * n * c) = b - n * c := by
      linear_combination (n : ℝ) * h0 - hS + (b - n * c) * hs
    refine ⟨(eq_div_iff hD.ne').2 hc, fun i => (eq_div_iff hD.ne').2 ?_⟩
    apply mul_left_cancel₀ hb.ne'
    linear_combination (b + n * a - 2 * n * c) * (hl i - h0 + c * hs) + (a - 2 * c) * hc
  · rintro ⟨h0, hl⟩
    refine ⟨⟨(a * b - n * c ^ 2) / (b + n * a - 2 * n * c), ?_⟩, ?_⟩
    · rintro (_ | i)
      · rw [hardness_centre, h0]
        simp only [hl, Finset.sum_const, Finset.card_univ, Fintype.card_fin, nsmul_eq_mul]
        ring
      · rw [hardness_ligand, h0, hl]
        ring
    · rw [Fintype.sum_option, h0]
      simp only [hl, Finset.sum_const, Finset.card_univ, Fintype.card_fin, nsmul_eq_mul]
      rw [← mul_div_assoc, ← add_div, div_eq_one_iff_eq hD.ne']
      ring
```

## (h) The sign of the central response

**Task.** Let $b>0$ and $nc^2<ab$, and let $q,q'$ be equalised for $N$ and $N+1$ electrons. Show that
$$q'_*-q_*=\frac{b-nc}{D},\qquad q'_*<q_*\iff nc>b .$$

**Solution.** By (a), $q'-q$ is a Fukui vector, and (g) gives its central entry. Since $D>0$, the sign is that of $b-nc$. The Lean proof chains the same results.

The condition $b>0$ alone is not enough for the sign criterion. Take $n=1$, $a=1$, $b=4$, $c=3$, with $\chi=q=0$ and $N=0$. Then $q'_*=-1$ and $q'_0=2$ are equalised for one electron, with potential $5$ on both atoms. The centre's population falls although $nc=3<4=b$; here $nc^2=9>4=ab$ and $D=-1$. This is an algebraic counterexample, not a physical state: the equalised point is not an energy minimum, even at fixed electron number.

```lean
/-- Let `b > 0` and `n c² < a b`. When one electron is added and the chemical potential equalises
again, the population of the centre changes by `(b - n c)/(b + n a - 2 n c)`, and it falls exactly
when `n c > b`. -/
theorem centre_response {n : ℕ} {a b c N : ℝ} {χ q q' : Option (Fin n) → ℝ}
    (hb : 0 < b) (h : n * c ^ 2 < a * b)
    (hq : Equalised (hardness n a b c) χ q N)
    (hq' : Equalised (hardness n a b c) χ q' (N + 1)) :
    q' none - q none = (b - n * c) / (b + n * a - 2 * n * c) ∧
      (q' none < q none ↔ b < n * c) := by
  have hf : q' none - q none = (b - n * c) / (b + n * a - 2 * n * c) :=
    ((isFukui_iff hb h).1 ((equalised_succ_iff hq).1 hq')).1
  refine ⟨hf, ?_⟩
  rw [← sub_neg, hf, div_lt_iff₀ (denominator_pos hb h), zero_mul, sub_neg]
```

## (i) The ligands' share

**Task.** Under the hypotheses of (g), let $nc>b$. Show that every ligand has $f_i>1/n$.

**Solution.** A ligand exists, so $n\ge1$. As $D>0$, the claim means $D<n(a-c)$, which reduces to $b<nc$. `div_lt_div_iff₀` clears the denominators.

```lean
/-- Let `b > 0` and `n c² < a b`. If `n c > b`, the Fukui value of every ligand exceeds `1/n`. -/
theorem ligand_gt {n : ℕ} {a b c : ℝ} {f : Option (Fin n) → ℝ}
    (hb : 0 < b) (h : n * c ^ 2 < a * b) (hf : IsFukui (hardness n a b c) f)
    (hc : b < n * c) (i : Fin n) : 1 / (n : ℝ) < f (some i) := by
  have hn : (0 : ℝ) < n := by exact_mod_cast i.pos
  rw [((isFukui_iff hb h).1 hf).2 i, div_lt_div_iff₀ hn (denominator_pos hb h)]
  linarith
```

## (j) Four ligands

**Task.** For $n=4$, $a=2$, $b=1$, $c=\tfrac12$, show that the Fukui vector is $f_*=-\tfrac15$, $f_i=\tfrac3{10}$.

**Solution.** Here $nc^2=1<2=ab$ and $D=1+8-4=5$. Thus $f_*=(1-2)/5$ and $f_i=(2-\tfrac12)/5$. The ligands gain $\tfrac65$ of an electron in total, and the centre supplies the extra $\tfrac15$.

```lean
/-- Four ligands of hardness `1` around a centre of hardness `2`, with coupling `1/2`: the Fukui
value is `-1/5` on the centre and `3/10` on each ligand. -/
theorem four_ligands {f : Option (Fin 4) → ℝ} :
    IsFukui (hardness 4 2 1 (1 / 2)) f ↔
      f none = -1 / 5 ∧ ∀ i, f (some i) = 3 / 10 := by
  rw [isFukui_iff (by norm_num) (by norm_num)]
  norm_num

end StarMoleculeFukui
```

```lean
#print axioms StarMoleculeFukui.stable_iff
-- 'StarMoleculeFukui.stable_iff' depends on axioms: [propext, Classical.choice, Quot.sound]
#print axioms StarMoleculeFukui.centre_response
-- 'StarMoleculeFukui.centre_response' depends on axioms: [propext, Classical.choice, Quot.sound]
#print axioms StarMoleculeFukui.ligand_gt
-- 'StarMoleculeFukui.ligand_gt' depends on axioms: [propext, Classical.choice, Quot.sound]
#print axioms StarMoleculeFukui.four_ligands
-- 'StarMoleculeFukui.four_ligands' depends on axioms: [propext, Classical.choice, Quot.sound]
```
